# A two-channel Lorentzian resonance with partial widths $a$ and $r$ has integrated transition probability $2\pi ar/(a+r)$

**Q:** When I compute a dielectronic recombination rate, I replace each narrow resonance by its area, placed at the resonance energy $E_0$, and multiply by the electron energy distribution there. Apart from statistical weights and kinematic factors, the area I use is $2\pi ar/(a+r)$ in units with $\hbar=1$, where $a$ is the autoionization rate of the doubly excited level and $r$ its radiative rate. I doubt that a formal theorem about an integral says anything about that step. What function is being integrated?

**A:** It is the probability, as a function of the energy $E$, that an isolated resonance takes the system from the electron channel to the photon channel:

$$P(E)=\frac{ar}{(E-E_0)^2+\Gamma^2/4}.$$

Here $\Gamma$ is the total decay rate of the level. With $\hbar=1$, rates and energy widths are the same quantity. The rate $a$ appears in the numerator because, by detailed balance, the coupling that lets the level autoionize also lets it capture an electron.

```lean
import Mathlib

open MeasureTheory Filter Topology

namespace DielectronicResonance

noncomputable section

/-- The resonance profile at energy `E` for capture at rate `a` and decay at rate `r` through
a level at `E0` with total decay rate `Γ`, in units with `ħ = 1`. -/
def profile (a r Γ E0 E : ℝ) : ℝ := a * r / ((E - E0) ^ 2 + Γ ^ 2 / 4)
```

**Q:** The definition takes `Γ` as a separate argument. Physically it is fixed by the decay channels.

**A:** The definition leaves it free, so that the integral also covers levels with further decay channels. The main theorem sets it to `a + r`, which is the assumption that autoionization back into the entrance channel and radiative decay are the only ways out. The combination that then appears in the area has its own name.

```lean
/-- The effective rate `a r / (a + r)` of capture followed by radiative stabilization. -/
def effectiveRate (a r : ℝ) : ℝ := a * r / (a + r)
```

**Q:** Show me the area by hand first.

**A:** Measure the detuning in half-widths, $u=2(E-E_0)/\Gamma$. Then $(E-E_0)^2+\Gamma^2/4=(\Gamma^2/4)(1+u^2)$, so

$$P(E)=\frac{4ar}{\Gamma^2}\,\frac{1}{1+u^2}.$$

The prefactor is the peak value. For $\Gamma=a+r$ it is $4ar/(a+r)^2$, which never exceeds 1, as a probability should not. The Lean proof rewrites the denominator in the same way; `field_simp` and `ring` check the algebra.

```lean
/-- The profile is its peak value times a Lorentzian in the detuning measured in half-widths. -/
theorem profile_eq_peak {Γ : ℝ} (hΓ : 0 < Γ) (a r E0 E : ℝ) :
    profile a r Γ E0 E =
      a * r / (Γ ^ 2 / 4) * (1 + (2 / Γ * (E - E0)) ^ 2)⁻¹ := by
  have h : (E - E0) ^ 2 + Γ ^ 2 / 4
      = Γ ^ 2 / 4 * (1 + (2 / Γ * (E - E0)) ^ 2) := by
    field_simp
    ring
  unfold profile
  rw [h]
  exact (div_div _ _ _).symm.trans (div_eq_mul_inv _ _)
```

Since $1/(1+u^2)$ is integrable over the real line, and shifting or rescaling the variable preserves that, $P$ is integrable. In the code, `comp_mul_left'` does the rescaling, `comp_sub_right` the shift, and `const_mul` restores the peak value.

```lean
/-- A resonance of positive width has an integrable profile. -/
theorem integrable_profile {Γ : ℝ} (hΓ : 0 < Γ) (a r E0 : ℝ) :
    Integrable (fun E => profile a r Γ E0 E) := by
  have hc : (2 / Γ : ℝ) ≠ 0 := by positivity
  have h1 : Integrable (fun x : ℝ => (1 + (2 / Γ * x) ^ 2)⁻¹) :=
    integrable_inv_one_add_sq.comp_mul_left' hc
  have h2 : Integrable (fun E : ℝ => (1 + (2 / Γ * (E - E0)) ^ 2)⁻¹) :=
    h1.comp_sub_right E0
  simp only [profile_eq_peak hΓ]
  exact h2.const_mul _
```

For the value, use $dE=(\Gamma/2)\,du$ and $\int_{-\infty}^{\infty}du/(1+u^2)=\pi$:

$$\int_{-\infty}^{\infty}P(E)\,dE=\frac{4ar}{\Gamma^2}\cdot\frac{\Gamma}{2}\cdot\pi=\frac{2\pi ar}{\Gamma}.$$

In the proof, `h1` moves the resonance to zero energy and `h2` supplies the Jacobian, written as $|(2/\Gamma)^{-1}|$. Mathlib provides the standard integral $\pi$.

```lean
/-- The profile integrated over all energies is `2π a r / Γ`, for any total width `Γ > 0`. -/
theorem integral_profile {Γ : ℝ} (hΓ : 0 < Γ) (a r E0 : ℝ) :
    ∫ E, profile a r Γ E0 E = 2 * Real.pi * (a * r / Γ) := by
  -- move the resonance to zero energy
  have h1 : ∫ E : ℝ, (1 + (2 / Γ * (E - E0)) ^ 2)⁻¹
      = ∫ x : ℝ, (1 + (2 / Γ * x) ^ 2)⁻¹ :=
    integral_sub_right_eq_self (fun x : ℝ => (1 + (2 / Γ * x) ^ 2)⁻¹) E0
  -- measure energy in half-widths
  have h2 : ∫ x : ℝ, (1 + (2 / Γ * x) ^ 2)⁻¹
      = |(2 / Γ)⁻¹| • ∫ x : ℝ, (1 + x ^ 2)⁻¹ :=
    Measure.integral_comp_mul_left (fun x : ℝ => (1 + x ^ 2)⁻¹) (2 / Γ)
  have hpos : 0 < (2 / Γ)⁻¹ := by positivity
  simp only [profile_eq_peak hΓ]
  rw [integral_const_mul, h1, h2, integral_univ_inv_one_add_sq, abs_of_pos hpos, smul_eq_mul]
  field_simp
  ring
```

**Q:** You integrate over all real energies, but a free electron has no negative kinetic energy.

**A:** That is an idealisation, and its cost can be computed. The function

$$F(E)=\frac{2ar}{\Gamma}\arctan\frac{2(E-E_0)}{\Gamma}$$

has derivative $\frac{2ar}{\Gamma}\cdot\frac{2}{\Gamma}\cdot\frac{1}{1+u^2}=P(E)$. Because the arctangent is odd, a window of half-width $\Delta$ around the resonance gives

$$\int_{E_0-\Delta}^{E_0+\Delta}P(E)\,dE=F(E_0+\Delta)-F(E_0-\Delta)=\frac{4ar}{\Gamma}\arctan\frac{2\Delta}{\Gamma}.$$

Dividing by the full area, for $a,r>0$, leaves the fraction $(2/\pi)\arctan(2\Delta/\Gamma)$ inside the window. It is one half at $\Delta=\Gamma/2$ and about 97% at $\Delta=10\,\Gamma$. The Lorentzian tails are slow, so a resonance only a few widths above threshold deserves some care.

The proof establishes the derivative as `hd`, applies the fundamental theorem of calculus, and simplifies the two endpoints in `e1` and `e2`.

```lean
/-- The profile integrated over the energy window from `E0 - Δ` to `E0 + Δ` is
`(4 a r / Γ) arctan (2Δ / Γ)`. -/
theorem integral_profile_window {Γ : ℝ} (hΓ : 0 < Γ) (a r E0 Δ : ℝ) :
    ∫ E in (E0 - Δ)..(E0 + Δ), profile a r Γ E0 E
      = 4 * a * r / Γ * Real.arctan (2 * Δ / Γ) := by
  -- the arctangent of the reduced detuning is an antiderivative
  have hd : ∀ E : ℝ, HasDerivAt
      (fun x : ℝ => 2 * a * r / Γ * Real.arctan (2 / Γ * (x - E0)))
      (profile a r Γ E0 E) E := by
    intro E
    have h1 : HasDerivAt (fun x : ℝ => 2 / Γ * (x - E0)) (2 / Γ * 1) E :=
      ((hasDerivAt_id E).sub_const E0).const_mul (2 / Γ)
    refine (h1.arctan.const_mul (2 * a * r / Γ)).congr_deriv ?_
    rw [profile_eq_peak hΓ, one_div]
    generalize (1 + (2 / Γ * (E - E0)) ^ 2)⁻¹ = D
    ring
  refine (intervalIntegral.integral_eq_sub_of_hasDerivAt (fun E _ => hd E)
    (integrable_profile hΓ a r E0).intervalIntegrable).trans ?_
  show 2 * a * r / Γ * Real.arctan (2 / Γ * (E0 + Δ - E0))
    - 2 * a * r / Γ * Real.arctan (2 / Γ * (E0 - Δ - E0)) = _
  have e1 : 2 / Γ * (E0 + Δ - E0) = 2 * Δ / Γ := by ring
  have e2 : 2 / Γ * (E0 - Δ - E0) = -(2 * Δ / Γ) := by ring
  rw [e1, e2, Real.arctan_neg]
  ring
```

The same antiderivative handles a window that is not centred on the resonance: between $E_1$ and $E_2$ the area is $F(E_2)-F(E_1)$. With $E_1=0$ at threshold and $E_2\to\infty$, it becomes

$$\frac{2ar}{\Gamma}\left(\frac{\pi}{2}+\arctan\frac{2E_0}{\Gamma}\right).$$

This neighbouring formula follows by hand and is not among the theorems in the file.

**Q:** Back to two channels. People say that the slower process controls the strength. Is that a theorem or a slogan?

**A:** It holds to within a factor of two. Suppose $a\le r$. Then

$$\frac{ar}{a+r}=a\cdot\frac{r}{a+r},\qquad \frac12\le\frac{r}{a+r}<1,$$

so the effective rate is at least $a/2$ and less than $a$. If $r\le a$, exchange the letters. Lean multiplies through by $a+r$ instead. For $a\le r$ the two claims become $a(r-a)\ge0$ and $a^2>0$, and these are the facts handed to `nlinarith`.

```lean
/-- For positive rates, the effective rate is at least half the smaller of the two rates and
strictly below the smaller one. -/
theorem effectiveRate_bounds {a r : ℝ} (ha : 0 < a) (hr : 0 < r) :
    min a r / 2 ≤ effectiveRate a r ∧ effectiveRate a r < min a r := by
  have hs : 0 < a + r := add_pos ha hr
  unfold effectiveRate
  rw [le_div_iff₀ hs, div_lt_iff₀ hs]
  rcases le_total a r with h | h
  · rw [min_eq_left h]
    constructor <;> nlinarith [mul_nonneg ha.le (sub_nonneg.2 h), mul_pos ha ha]
  · rw [min_eq_right h]
    constructor <;> nlinarith [mul_nonneg hr.le (sub_nonneg.2 h), mul_pos hr hr]
```

**Q:** Then read me the main theorem as it stands.

**A:** For real numbers `a` and `r`, both positive, and any real `E0`, four things hold:

- the profile with total width `a + r` is integrable over the real line;
- its integral is $2\pi$ times `effectiveRate a r`;
- the effective rate is at least half of `min a r`;
- the effective rate is strictly less than `min a r`.

Lean assigns the value zero to the integral of a non-integrable function, so the positive value in the second clause already implies the first; the theorem states integrability explicitly all the same. The proof puts the earlier results together with $\Gamma=a+r$.

```lean
/-- **Integrated resonance strength.** With autoionization at rate `a` and radiative decay at
rate `r` as the only decay channels, the profile is integrable, its integral is `2π` times the
effective rate, and that rate lies between half the smaller rate and the smaller rate. -/
theorem resonance_strength {a r : ℝ} (ha : 0 < a) (hr : 0 < r) (E0 : ℝ) :
    Integrable (fun E => profile a r (a + r) E0 E) ∧
    ∫ E, profile a r (a + r) E0 E = 2 * Real.pi * effectiveRate a r ∧
    min a r / 2 ≤ effectiveRate a r ∧ effectiveRate a r < min a r :=
  ⟨integrable_profile (add_pos ha hr) a r E0, integral_profile (add_pos ha hr) a r E0,
    effectiveRate_bounds ha hr⟩
```

**Q:** So what does it leave out of my recombination rate?

**A:** The Lorentzian form is put in by definition and not derived from a Hamiltonian. It stands for one isolated level with energy-independent rates, without interference from direct radiative recombination and without overlapping neighbours. The statistical weights and the factor proportional to $1/k^2$, with $k$ the electron wave number, that turn a probability into a cross section are also absent. Nor does the theorem bound the error of evaluating the electron distribution at $E_0$; that error depends on how the distribution varies across the resonance and its tails. What it supplies is the area that your step uses.

**Q:** Are the two bounds as tight as they could be?

**A:** Yes. The lower one is reached exactly when the rates are equal. For $a\le r$, setting $a/2=ar/(a+r)$ and clearing denominators gives $a(a-r)=0$, and $a>0$ forces $a=r$. The other ordering gives $r(r-a)=0$. The converse is direct substitution. Lean follows the same two cases, with `linear_combination` producing the factored equation.

```lean
/-- For positive rates, the effective rate equals half the smaller rate exactly when the
autoionization and radiative rates are equal. -/
theorem effectiveRate_eq_half_min_iff {a r : ℝ} (ha : 0 < a) (hr : 0 < r) :
    min a r / 2 = effectiveRate a r ↔ a = r := by
  have hs : a + r ≠ 0 := (add_pos ha hr).ne'
  unfold effectiveRate
  rw [div_eq_div_iff two_ne_zero hs]
  constructor
  · intro e
    rcases le_total a r with h | h
    · rw [min_eq_left h] at e
      have h0 : a * (a - r) = 0 := by linear_combination e
      rcases mul_eq_zero.1 h0 with h1 | h1 <;> linarith
    · rw [min_eq_right h] at e
      have h0 : r * (r - a) = 0 := by linear_combination e
      rcases mul_eq_zero.1 h0 with h1 | h1 <;> linarith
  · intro h
    rw [h, min_self]
    ring
```

The upper bound is approached but never reached. Write

$$\frac{ar}{a+r}=r-\frac{r^2}{a+r}.$$

At fixed $r$ the last term vanishes as $a\to\infty$, so the effective rate tends to $r$. Lean proves the limit for the right-hand side (`h2`) and transfers it, since the two expressions agree for every positive $a$. For an isolated two-channel resonance with $a\gg r$, the area is therefore close to $2\pi r$, and an accurate radiative rate matters more than an accurate autoionization rate.

```lean
/-- As the autoionization rate grows without bound at fixed radiative rate `r > 0`, the
effective rate tends to `r`. -/
theorem effectiveRate_tendsto {r : ℝ} (hr : 0 < r) :
    Tendsto (fun a => effectiveRate a r) atTop (𝓝 r) := by
  have h1 : Tendsto (fun a : ℝ => a + r) atTop atTop :=
    tendsto_atTop_add_const_right _ r tendsto_id
  have h2 : Tendsto (fun a : ℝ => r - r ^ 2 / (a + r)) atTop (𝓝 (r - 0)) :=
    tendsto_const_nhds.sub (tendsto_const_nhds.div_atTop h1)
  rw [sub_zero] at h2
  refine h2.congr' ?_
  filter_upwards [eventually_gt_atTop (0 : ℝ)] with a ha
  have hs : a + r ≠ 0 := (add_pos ha hr).ne'
  unfold effectiveRate
  rw [eq_div_iff hs, sub_mul, div_mul_cancel₀ _ hs]
  ring
```

**Q:** My levels usually autoionize into several continua and radiate to several lower states. Does anything survive?

**A:** The single-profile integral does, with $\Gamma$ now the sum of all partial widths. Call these widths $w_k$, with $k$ running over finitely many channels, and let $i$ be the entrance channel. Each exit channel $j$ contributes $2\pi w_iw_j/\Gamma$, so

$$\sum_j\frac{2\pi w_iw_j}{\Gamma}=\frac{2\pi w_i}{\Gamma}\sum_jw_j=2\pi w_i.$$

The total captured strength depends only on the entrance width; the ratios $w_j/\Gamma$ decide how it is shared out. The sum includes $j=i$, where the electron is captured and re-emitted into its original channel. That term is the squared resonant amplitude alone, without its interference with the unscattered wave and the background. It is not a probability: its peak value $4w_i^2/\Gamma^2$ exceeds 1 when $w_i>\Gamma/2$.

In Lean, `ι` is the finite set of channels and `w` assigns each a real width. The only hypothesis is that the widths have a positive sum. Physical widths are also non-negative, but the identity does not need that. The proof inserts the integral for each channel, pulls the common factors out of the sum, and cancels the total width.

```lean
/-- For finitely many channels with partial widths `w`, the integrated profiles for entrance
channel `i`, summed over all exit channels, give `2π` times the entrance width. -/
theorem sum_exit_channels {ι : Type*} [Fintype ι] (w : ι → ℝ) (hW : 0 < ∑ k, w k)
    (i : ι) (E0 : ℝ) :
    ∑ j, ∫ E, profile (w i) (w j) (∑ k, w k) E0 E = 2 * Real.pi * w i := by
  simp only [integral_profile hW]
  rw [← Finset.mul_sum, ← Finset.sum_div, ← Finset.mul_sum, mul_div_assoc,
    div_self hW.ne', mul_one]

end

end DielectronicResonance
```

```lean
#print axioms DielectronicResonance.resonance_strength
#print axioms DielectronicResonance.effectiveRate_eq_half_min_iff
#print axioms DielectronicResonance.effectiveRate_tendsto
#print axioms DielectronicResonance.sum_exit_channels
```

```
'DielectronicResonance.resonance_strength' depends on axioms: [propext, Classical.choice, Quot.sound]
'DielectronicResonance.effectiveRate_eq_half_min_iff' depends on axioms: [propext, Classical.choice, Quot.sound]
'DielectronicResonance.effectiveRate_tendsto' depends on axioms: [propext, Classical.choice, Quot.sound]
'DielectronicResonance.sum_exit_channels' depends on axioms: [propext, Classical.choice, Quot.sound]
```
